# On a nearest-neighbour harmonic chain, a plane wave carries energy at the group velocity

Equal masses $m$ sit at the integer sites $n$ of an infinite chain, joined by equal springs of stiffness $K$. The displacement of mass $n$ at time $t$ is $u_n(t)$, a classical real number, written `u n t` in Lean. The lattice spacing is 1, so the wave number $q$ is the phase advance per site and velocities are in sites per unit time. A dot denotes a time derivative, `deriv` in Lean.

```lean
import Mathlib

open Real

namespace PhononEnergyFlow

noncomputable section
```

A family of trajectories is a motion if every $u_n$ is differentiable and Newton's equation holds at all times:
$$\frac{d}{dt}(m\dot u_n)=K(u_{n+1}-2u_n+u_{n-1}).$$

```lean
/-- Newton's equation for the chain: the momentum of each mass changes at the rate given by
the forces of its two neighbouring springs. -/
def IsMotion (m K : ℝ) (u : ℤ → ℝ → ℝ) : Prop :=
  ∀ n t, DifferentiableAt ℝ (u n) t ∧
    HasDerivAt (fun s => m * deriv (u n) s)
      (K * (u (n + 1) t - 2 * u n t + u (n - 1) t)) t
```

Each spring's energy is assigned to the mass on its left, so the energy of site $n$ is
$$E_n=\tfrac m2\dot u_n^2+\tfrac K2(u_{n+1}-u_n)^2.$$

```lean
/-- Energy of site `n`: kinetic energy of its mass plus the energy of the spring to its right. -/
def siteEnergy (m K : ℝ) (u : ℤ → ℝ → ℝ) (n : ℤ) (t : ℝ) : ℝ :=
  m / 2 * (deriv (u n) t) ^ 2 + K / 2 * (u (n + 1) t - u n t) ^ 2
```

The power $P_n$ passed from site $n$ to site $n+1$ is the force of their common spring on mass $n+1$, times that mass's velocity:
$$P_n=-K(u_{n+1}-u_n)\,\dot u_{n+1}.$$

```lean
/-- Power delivered to mass `n + 1` by the spring that joins it to mass `n`. -/
def power (K : ℝ) (u : ℤ → ℝ → ℝ) (n : ℤ) (t : ℝ) : ℝ :=
  -K * (u (n + 1) t - u n t) * deriv (u (n + 1)) t
```

The wave has amplitude $A$ and frequency $w$. Its phase at site $n$ is $\theta=qn-wt$, and $u_n=A\cos\theta$.

```lean
/-- The travelling wave `A cos (q n - w t)`. -/
def wave (A q w : ℝ) (n : ℤ) (t : ℝ) : ℝ := A * cos (q * (n : ℝ) - w * t)
```

At first $w$ is a free parameter. For $m,K>0$ and $0\le q\le2\pi$ the phonon frequency is $\omega(q)=2\sqrt{K/m}\,\sin(q/2)$. The Lean function uses the same formula for every $q$; where the sine is negative, the phonon frequency is the absolute value of this function. Adding $2\pi$ to $q$ changes no displacement, so the range $0\le q\le2\pi$ covers all waves, including those usually labelled by $-\pi<q<0$.

```lean
/-- The function `2 √(K/m) sin (q/2)`. For `m, K > 0` and `0 ≤ q ≤ 2π` it is the phonon frequency.
-/
def freq (m K q : ℝ) : ℝ := 2 * √(K / m) * sin (q / 2)
```

Angle brackets denote the average over one period, $\langle f\rangle=\frac{w}{2\pi}\int_0^{2\pi/w}f(t)\,dt$.

```lean
/-- Time average over one period `2π/w`, for `w` nonzero. -/
def periodAvg (w : ℝ) (f : ℝ → ℝ) : ℝ := w / (2 * π) * ∫ t in (0 : ℝ)..(2 * π / w), f t
```

## (a) Energy balance at one site

Show that for every motion with $m\neq0$, not only for waves,
$$\dot E_n=P_{n-1}-P_n.$$

**Solution.** Differentiate $E_n$ and insert Newton's equation:
$$\dot E_n=K(u_{n+1}-2u_n+u_{n-1})\dot u_n+K(u_{n+1}-u_n)(\dot u_{n+1}-\dot u_n).$$
The terms in $\dot u_n$ combine to $-K(u_n-u_{n-1})\dot u_n=P_{n-1}$. What remains is $K(u_{n+1}-u_n)\dot u_{n+1}=-P_n$. So $P_n$ is an energy current that matches this choice of site energy.

In the code, `hv` is Newton's equation divided by $m$, `h2` is the differentiated energy, and `linear_combination` collects the terms.

```lean
/-- Local energy conservation: the energy of a site changes at the rate of the power
received from the left minus the power passed on to the right. -/
theorem energy_balance {m K : ℝ} (hm : m ≠ 0) {u : ℤ → ℝ → ℝ} (h : IsMotion m K u)
    (n : ℤ) (t : ℝ) :
    HasDerivAt (siteEnergy m K u n) (power K u (n - 1) t - power K u n t) t := by
  have hu := fun k => (h k t).1.hasDerivAt
  -- the acceleration is the force divided by the mass
  have hv := (h n t).2.const_mul m⁻¹
  simp only [inv_mul_cancel_left₀ hm] at hv
  have h2 := ((hv.fun_pow 2).const_mul (m / 2)).fun_add
    ((((hu (n + 1)).fun_sub (hu n)).fun_pow 2).const_mul (K / 2))
  refine h2.congr_deriv ?_
  have hmm : m * m⁻¹ = 1 := mul_inv_cancel₀ hm
  simp only [power, sub_add_cancel, Nat.cast_ofNat, Nat.reduceSub, pow_one]
  linear_combination
    (deriv (u n) t * K * (u (n + 1) t - 2 * u n t + u (n - 1) t)) * hmm
```

## (b) Velocity of a mass in the wave

Show that $\dot u_n=Aw\sin(qn-wt)$.

**Solution.** Since $\dot\theta=-w$, the chain rule gives $\dot u_n=-A\sin\theta\cdot(-w)=Aw\sin\theta$. Lean builds the same derivative from inside to outside.

```lean
/-- The velocity of each mass in the travelling wave. -/
theorem deriv_wave (A q w : ℝ) (n : ℤ) :
    deriv (wave A q w n) = fun t => A * w * sin (q * (n : ℝ) - w * t) := by
  funext t
  have h := ((((hasDerivAt_id' t).const_mul w).const_sub (q * (n : ℝ))).cos).const_mul A
  have h' : HasDerivAt (wave A q w n) (A * w * sin (q * (n : ℝ) - w * t)) t :=
    h.congr_deriv (by ring)
  exact h'.deriv
```

## (c) A half-angle identity

Show that $\cos q=1-2\sin^2(q/2)$.

**Solution.** The double-angle formula gives $\cos q=2\cos^2(q/2)-1$. Replace $\cos^2(q/2)$ by $1-\sin^2(q/2)$.

```lean
private lemma cos_half (q : ℝ) : cos q = 1 - 2 * sin (q / 2) ^ 2 := by
  have h := Real.cos_two_mul (q / 2)
  rw [show 2 * (q / 2) = q by ring] at h
  linear_combination h + 2 * Real.sin_sq_add_cos_sq (q / 2)
```

## (d) Dispersion relation

For $m,K>0$, show that $m\,\omega(q)^2=4K\sin^2(q/2)$.

**Solution.** Squaring the definition gives $m\,\omega^2=4m\,(K/m)\sin^2(q/2)$, and $m\,(K/m)=K$. The facts `hs` and `hk` are these two simplifications.

```lean
/-- The phonon frequency satisfies the dispersion relation `m w² = 4 K sin² (q/2)`. -/
theorem dispersion {m K : ℝ} (hm : 0 < m) (hK : 0 < K) (q : ℝ) :
    m * freq m K q ^ 2 = 4 * K * sin (q / 2) ^ 2 := by
  have hs : √(K / m) ^ 2 = K / m := Real.sq_sqrt (div_pos hK hm).le
  have hk : m * (K / m) = K := by field_simp
  unfold freq
  linear_combination (4 * m * sin (q / 2) ^ 2) * hs + (4 * sin (q / 2) ^ 2) * hk
```

## (e) The wave solves Newton's equation

Show that the wave is a motion whenever $mw^2=4K\sin^2(q/2)$.

**Solution.** By (b), the rate of change of momentum is $-mw^2A\cos\theta$. The neighbours have phases $\theta\pm q$, so the force is
$$KA[\cos(\theta+q)+\cos(\theta-q)-2\cos\theta]=2KA(\cos q-1)\cos\theta=-4KA\sin^2(q/2)\cos\theta,$$
using (c) at the end. The assumed relation makes the two sides equal, and by (d) the choice $w=\omega(q)$ satisfies it.

In Lean, `h1` and `h2` rewrite the neighbouring phases. The last step combines the relation `hd` with `cos_half`.

```lean
/-- A travelling wave whose frequency obeys the dispersion relation solves Newton's equation. -/
theorem wave_isMotion {m K q w : ℝ} (A : ℝ) (hd : m * w ^ 2 = 4 * K * sin (q / 2) ^ 2) :
    IsMotion m K (wave A q w) := by
  intro n t
  have h0 := ((hasDerivAt_id' t).const_mul w).const_sub (q * (n : ℝ))
  refine ⟨(h0.cos.const_mul A).differentiableAt, ?_⟩
  simp only [deriv_wave]
  refine ((h0.sin.const_mul (A * w)).const_mul m).congr_deriv ?_
  have h1 : q * ((n + 1 : ℤ) : ℝ) - w * t = (q * (n : ℝ) - w * t) + q := by
    push_cast; ring
  have h2 : q * ((n - 1 : ℤ) : ℝ) - w * t = (q * (n : ℝ) - w * t) - q := by
    push_cast; ring
  simp only [wave]
  rw [h1, h2, Real.cos_add, Real.cos_sub (q * (n : ℝ) - w * t) q]
  linear_combination (-A * cos (q * (n : ℝ) - w * t)) * hd
    - (2 * K * A * cos (q * (n : ℝ) - w * t)) * cos_half q
```

## (f) Averaging a quadratic form over a period

For $w\neq0$, real coefficients $a,b,d$ and a constant phase $\varphi$, put $\theta=\varphi-wt$ and show that
$$\langle a\cos^2\theta+b\cos\theta\sin\theta+d\sin^2\theta\rangle=\frac{a+d}{2}.$$

**Solution.** An antiderivative is
$$F(t)=\frac{a+d}2\,t-\frac{a-d}{2w}\sin\theta\cos\theta-\frac b{2w}\sin^2\theta.$$
Indeed, $\dot\theta=-w$ gives
$$\dot F=\frac{a+d}2+\frac{a-d}2(\cos^2\theta-\sin^2\theta)+b\sin\theta\cos\theta,$$
which is the integrand because $\cos^2\theta+\sin^2\theta=1$. Over one period $\theta$ changes by $2\pi$, so the trigonometric terms of $F$ return to their initial values. The integral is $\frac{a+d}2\cdot\frac{2\pi}w$, and the prefactor $w/(2\pi)$ leaves $(a+d)/2$.

The fact `key` verifies this antiderivative, and `hI` applies the fundamental theorem of calculus.

```lean
/-- Over one period a quadratic form in the cosine and sine of the phase averages to half
the sum of its diagonal coefficients. -/
theorem periodAvg_quadratic {w : ℝ} (hw : w ≠ 0) (a b d φ : ℝ) :
    periodAvg w (fun t => a * cos (φ - w * t) ^ 2
      + b * (cos (φ - w * t) * sin (φ - w * t)) + d * sin (φ - w * t) ^ 2) = (a + d) / 2 := by
  have hi : w⁻¹ * w = 1 := inv_mul_cancel₀ hw
  -- an explicit antiderivative
  have key : ∀ t : ℝ, HasDerivAt (fun t => (a + d) / 2 * t
      - (a - d) / (2 * w) * (sin (φ - w * t) * cos (φ - w * t))
      - b / (2 * w) * (sin (φ - w * t) * sin (φ - w * t)))
      (a * cos (φ - w * t) ^ 2 + b * (cos (φ - w * t) * sin (φ - w * t))
        + d * sin (φ - w * t) ^ 2) t := by
    intro t
    have h0 := ((hasDerivAt_id' t).const_mul w).const_sub φ
    refine ((((hasDerivAt_id' t).const_mul ((a + d) / 2)).fun_sub
      ((h0.sin.fun_mul h0.cos).const_mul ((a - d) / (2 * w)))).fun_sub
      ((h0.sin.fun_mul h0.sin).const_mul (b / (2 * w)))).congr_deriv ?_
    linear_combination ((a - d) / 2 * (cos (φ - w * t) ^ 2 - sin (φ - w * t) ^ 2)
      + b * (sin (φ - w * t) * cos (φ - w * t))) * hi
      - (a + d) / 2 * Real.sin_sq_add_cos_sq (φ - w * t)
  have hint : IntervalIntegrable (fun t => a * cos (φ - w * t) ^ 2
      + b * (cos (φ - w * t) * sin (φ - w * t)) + d * sin (φ - w * t) ^ 2)
      MeasureTheory.volume 0 (2 * π / w) :=
    Continuous.intervalIntegrable (by fun_prop) _ _
  have hI := intervalIntegral.integral_eq_sub_of_hasDerivAt (fun t _ => key t) hint
  have hT : w * (2 * π / w) = 2 * π := by field_simp
  have hc : w / (2 * π) * (2 * π / w) = 1 := by
    have := Real.pi_ne_zero
    field_simp
  unfold periodAvg
  rw [hI]
  -- the oscillating terms agree at both ends of the period
  simp only [hT, Real.sin_sub_two_pi, Real.cos_sub_two_pi, mul_zero, sub_zero]
  linear_combination ((a + d) / 2) * hc
```

## (g) Mean power

For $w\neq0$, show that $\langle P_n\rangle=\tfrac12KA^2w\sin q$.

**Solution.** Expand the functions of $\theta+q$ in $P_n=-KA[\cos(\theta+q)-\cos\theta]\,Aw\sin(\theta+q)$:
$$P_n=KA^2w\,[(1-\cos q)\cos\theta+\sin q\sin\theta]\,[\sin q\cos\theta+\cos q\sin\theta].$$
The coefficient of $\cos^2\theta$ is $KA^2w(1-\cos q)\sin q$, and that of $\sin^2\theta$ is $KA^2w\sin q\cos q$. Their sum is $KA^2w\sin q$, and (f) halves it. The dispersion relation is not needed here.

The fact `e` is the expansion, and `periodAvg_quadratic` takes the average.

```lean
/-- The mean power carried by the wave is `K A² w sin q / 2`. -/
theorem avg_power {w : ℝ} (hw : w ≠ 0) (K A q : ℝ) (n : ℤ) :
    periodAvg w (power K (wave A q w) n) = K * A ^ 2 * w * sin q / 2 := by
  have e : power K (wave A q w) n = fun t =>
      (K * A ^ 2 * w * (sin q - cos q * sin q)) * cos (q * (n : ℝ) - w * t) ^ 2
      + (K * A ^ 2 * w * (cos q - cos q ^ 2 + sin q ^ 2))
        * (cos (q * (n : ℝ) - w * t) * sin (q * (n : ℝ) - w * t))
      + (K * A ^ 2 * w * (sin q * cos q)) * sin (q * (n : ℝ) - w * t) ^ 2 := by
    funext t
    have h1 : q * ((n + 1 : ℤ) : ℝ) - w * t = (q * (n : ℝ) - w * t) + q := by
      push_cast; ring
    simp only [power, deriv_wave]
    simp only [wave]
    rw [h1, Real.cos_add, Real.sin_add]
    ring
  rw [e, periodAvg_quadratic hw]
  ring
```

## (h) Mean energy per site

For $w\neq0$ and $mw^2=4K\sin^2(q/2)$, show that $\langle E_n\rangle=\tfrac12mA^2w^2$.

**Solution.** The energy is
$$E_n=\tfrac m2A^2w^2\sin^2\theta+\tfrac K2A^2[(\cos q-1)\cos\theta-\sin q\sin\theta]^2.$$
By (f), its average is
$$\tfrac14mA^2w^2+\tfrac14KA^2[(1-\cos q)^2+\sin^2q].$$
The bracket equals $2(1-\cos q)=4\sin^2(q/2)$, so the spring term is $KA^2\sin^2(q/2)=\tfrac14mA^2w^2$. Kinetic and spring energy contribute equally.

Without the dispersion relation the formula fails. Take $m=K=A=w=1$ and $q=\pi$: the mean kinetic energy is $1/4$ and the mean spring energy is $1$, a total of $5/4$, whereas the formula would give $1/2$.

The Lean proof has the same shape as in (g), and `hd` enters in its last line.

```lean
/-- The mean energy per site of a wave obeying the dispersion relation is `m A² w² / 2`. -/
theorem avg_energy {m K q w : ℝ} (hw : w ≠ 0) (hd : m * w ^ 2 = 4 * K * sin (q / 2) ^ 2)
    (A : ℝ) (n : ℤ) :
    periodAvg w (siteEnergy m K (wave A q w) n) = m * A ^ 2 * w ^ 2 / 2 := by
  have e : siteEnergy m K (wave A q w) n = fun t =>
      (K / 2 * A ^ 2 * (cos q - 1) ^ 2) * cos (q * (n : ℝ) - w * t) ^ 2
      + (-(K * A ^ 2 * sin q * (cos q - 1)))
        * (cos (q * (n : ℝ) - w * t) * sin (q * (n : ℝ) - w * t))
      + (m / 2 * A ^ 2 * w ^ 2 + K / 2 * A ^ 2 * sin q ^ 2)
        * sin (q * (n : ℝ) - w * t) ^ 2 := by
    funext t
    have h1 : q * ((n + 1 : ℤ) : ℝ) - w * t = (q * (n : ℝ) - w * t) + q := by
      push_cast; ring
    simp only [siteEnergy, deriv_wave]
    simp only [wave]
    rw [h1, Real.cos_add]
    ring
  rw [e, periodAvg_quadratic hw]
  linear_combination (K * A ^ 2 / 4) * Real.sin_sq_add_cos_sq q
    - (K * A ^ 2 / 2) * cos_half q - (A ^ 2 / 4) * hd
```

## (i) Group velocity

Show that $\dfrac{d\omega}{dq}=\sqrt{K/m}\,\cos(q/2)$.

**Solution.** The derivative of $\sin(q/2)$ is $\tfrac12\cos(q/2)$, and the factor $\tfrac12$ cancels the 2 in $\omega(q)$. For $m,K>0$ and $0<q<2\pi$, where $\omega(q)$ is the phonon frequency, this derivative is the group velocity.

```lean
/-- The derivative of `freq m K` with respect to the wave number is `√(K/m) cos (q/2)`. -/
theorem hasDerivAt_freq (m K q : ℝ) :
    HasDerivAt (freq m K) (√(K / m) * cos (q / 2)) q :=
  ((((hasDerivAt_id' q).div_const 2).sin).const_mul (2 * √(K / m))).congr_deriv (by ring)
```

## (j) Energy velocity equals group velocity

Let $m,K>0$, $A\neq0$, $0<q<2\pi$ and $w=\omega(q)$. Show that at every site
$$\frac{\langle P_n\rangle}{\langle E_n\rangle}=\frac{d\omega}{dq}.$$

**Solution.** In this range $\sin(q/2)>0$, so $\omega>0$ and $\langle E_n\rangle>0$. Parts (g) and (h) give
$$\frac{\langle P_n\rangle}{\langle E_n\rangle}=\frac{K\sin q}{m\,\omega}=\frac{2K\sin(q/2)\cos(q/2)}{2m\sqrt{K/m}\,\sin(q/2)}=\sqrt{K/m}\,\cos(q/2),$$
which is the derivative found in (i).

The theorem is stated as `HasDerivAt (freq m K) … q`, with the quotient of averages in the place of the derivative. Its proof inserts the two averages, clears the positive denominator and finishes with the double-angle formula `hsin`.

Some lattice-dynamics codes obtain group velocities by differentiating the dynamical matrix, and for this chain that method gives the quotient $K\sin q/(m\omega)$ found above. Here that matrix is the single number $D(q)=2K(1-\cos q)/m=\omega^2$, so $\omega'=D'/(2\omega)=K\sin q/(m\omega)$. Phonon transport calculations use such derivatives as the speeds at which modes carry energy; the theorem supports that reading for one plane wave on the infinite chain of equal masses and equal nearest-neighbour springs. It does not treat wave packets, scattering or several atoms per cell.

```lean
/-- Energy travels at the group velocity: mean power divided by mean energy per site is the
derivative of the phonon frequency with respect to the wave number. -/
theorem energy_velocity_eq_group_velocity {m K A q : ℝ} (hm : 0 < m) (hK : 0 < K)
    (hA : A ≠ 0) (hq : 0 < q) (hq' : q < 2 * π) (n : ℤ) :
    HasDerivAt (freq m K)
      (periodAvg (freq m K q) (power K (wave A q (freq m K q)) n)
        / periodAvg (freq m K q) (siteEnergy m K (wave A q (freq m K q)) n)) q := by
  have hs : 0 < sin (q / 2) := Real.sin_pos_of_pos_of_lt_pi (by linarith) (by linarith)
  have hr : 0 < √(K / m) := Real.sqrt_pos.2 (div_pos hK hm)
  have hdef : freq m K q = 2 * √(K / m) * sin (q / 2) := rfl
  have hw : 0 < freq m K q := by rw [hdef]; positivity
  have hmr : m * √(K / m) ^ 2 = K := by
    rw [Real.sq_sqrt (div_pos hK hm).le]
    field_simp
  have hsin : sin q = 2 * sin (q / 2) * cos (q / 2) := by
    rw [← Real.sin_two_mul, show 2 * (q / 2) = q by ring]
  rw [avg_power hw.ne', avg_energy hw.ne' (dispersion hm hK q)]
  refine (hasDerivAt_freq m K q).congr_deriv ?_
  rw [eq_div_iff (by positivity)]
  linear_combination (√(K / m) * cos (q / 2) * m * A ^ 2 * freq m K q / 2) * hdef
    + (cos (q / 2) * A ^ 2 * freq m K q * sin (q / 2)) * hmr
    - (K * A ^ 2 * freq m K q / 2) * hsin
```

## (k) Direction and speed limit

Under the same assumptions, but with $0<q<\pi$, show that
$$0<\frac{\langle P_n\rangle}{\langle E_n\rangle}<\sqrt{K/m}.$$

**Solution.** Now $0<q/2<\pi/2$, hence $0<\cos(q/2)<1$. Multiply by $\sqrt{K/m}>0$ and use (i) and (j). The upper bound is the long-wavelength sound speed.

Lean writes the two inequalities as membership in the open interval `Set.Ioo 0 (√(K / m))`. It identifies the quotient with $\sqrt{K/m}\cos(q/2)$ because a derivative is unique.

```lean
/-- For `0 < q < π` the energy moves forward, and more slowly than `√(K/m)` sites per
unit time. -/
theorem energy_velocity_bounds {m K A q : ℝ} (hm : 0 < m) (hK : 0 < K)
    (hA : A ≠ 0) (hq : 0 < q) (hq' : q < π) (n : ℤ) :
    periodAvg (freq m K q) (power K (wave A q (freq m K q)) n)
        / periodAvg (freq m K q) (siteEnergy m K (wave A q (freq m K q)) n)
      ∈ Set.Ioo 0 (√(K / m)) := by
  have hr : 0 < √(K / m) := Real.sqrt_pos.2 (div_pos hK hm)
  have hs : 0 < sin (q / 2) := Real.sin_pos_of_pos_of_lt_pi (by linarith) (by linarith)
  have hc : 0 < cos (q / 2) := Real.cos_pos_of_mem_Ioo ⟨by linarith, by linarith⟩
  have hc1 : cos (q / 2) < 1 := by
    nlinarith [Real.sin_sq_add_cos_sq (q / 2), pow_pos hs 2]
  rw [(energy_velocity_eq_group_velocity hm hK hA hq (by linarith) n).unique
    (hasDerivAt_freq m K q)]
  exact ⟨mul_pos hr hc, by nlinarith⟩

end

end PhononEnergyFlow
```

```lean
#print axioms PhononEnergyFlow.energy_balance
#print axioms PhononEnergyFlow.wave_isMotion
#print axioms PhononEnergyFlow.energy_velocity_eq_group_velocity
#print axioms PhononEnergyFlow.energy_velocity_bounds
```

```
'PhononEnergyFlow.energy_balance' depends on axioms: [propext, Classical.choice, Quot.sound]
'PhononEnergyFlow.wave_isMotion' depends on axioms: [propext, Classical.choice, Quot.sound]
'PhononEnergyFlow.energy_velocity_eq_group_velocity' depends on axioms: [propext, Classical.choice, Quot.sound]
'PhononEnergyFlow.energy_velocity_bounds' depends on axioms: [propext, Classical.choice, Quot.sound]
```
